# Cubic multiplicities 6, 8, 12, 24, 24, 48 as orbit sizes under signed permutation matrices

A signed permutation matrix of size 3 has a single entry ±1 in each row and each column, and zeros elsewhere. In cubic axes these 48 matrices are the operations of the full cubic point group m3̄m. By the multiplicity of a vector I mean the number of its distinct images under them. For (1,0,0), (1,1,1), (1,1,0), (1,2,0), (1,1,2), (1,2,3) the multiplicities should be 6, 8, 12, 24, 24, 48, and the same should hold for general coordinates with the same pattern. Can this be made rigorous and machine-checked, including when exactly the full 48 is reached?

## Counting images by arrangements and signs

Write an operation as g = (σ, s), with σ a permutation of the axes and s_i = ±1 a sign for each axis i. It acts by

(g v)_i = s_i v_σ(i).

There are 3! · 2³ = 48 such pairs. Let a, b, c be nonzero with pairwise different absolute values. An image of a vector is fixed by the arrangement of the absolute values and the signs of the nonzero entries, so the counts are

(a,0,0): 3 · 2 = 6
(a,a,a): 1 · 8 = 8
(a,a,0): 3 · 4 = 12
(a,b,0): 6 · 4 = 24
(a,a,b): 3 · 8 = 24
(a,b,c): 6 · 8 = 48.

A comparison argument reaches general coordinates from integer ones. Suppose that every coincidence v_i = ±v_j also holds for w, with the same sign. If g = (σ, s) and g' = (σ', s') agree on v, then

s_i v_σ(i) = s'_i v_σ'(i) for every i.

This is a coincidence of v, so it holds for w, and g w = g' w. The map g v ↦ g w is therefore well defined and reaches every image of w, which gives

multiplicity(w) ≤ multiplicity(v).

If v and w have the same coincidences, the multiplicities are equal. The case i = j matters: v_i = −v_i says that v_i = 0.

Finally, if v_i = 0, reversing axis i fixes v. If |v_i| = |v_j| with i ≠ j, exchanging the two axes, with both signs reversed when v_i = −v_j, fixes v. Either way the identity and another operation give the same image, so fewer than 48 remain.

In Lean 4 with Mathlib:

```lean
import Mathlib

open Matrix

namespace CubicWyckoff

/-- A label for a signed permutation: a permutation of the three axes and a sign for each axis. -/
abbrev Op := Equiv.Perm (Fin 3) × (Fin 3 → ℤˣ)

/-- The signed permutation matrix with entry `± 1` in row `i` and column `g.1 i`, and zeros
elsewhere. -/
def opMatrix (R : Type*) [CommRing R] (g : Op) : Matrix (Fin 3) (Fin 3) R :=
  Matrix.of fun i j => if g.1 i = j then ((g.2 i : ℤ) : R) else 0

/-- The orbit of a vector: all its images under the signed permutation matrices. -/
def siteOrbit {R : Type*} [CommRing R] [LinearOrder R] (v : Fin 3 → R) :
    Finset (Fin 3 → R) :=
  Finset.univ.image fun g : Op => opMatrix R g *ᵥ v

/-- The multiplicity of a vector: the number of distinct vectors in its orbit. -/
def multiplicity {R : Type*} [CommRing R] [LinearOrder R] (v : Fin 3 → R) : ℕ :=
  (siteOrbit v).card

/-- There are exactly 48 distinct signed permutation matrices of size 3 over the integers. -/
theorem card_opMatrix : (Finset.univ.image (opMatrix ℤ)).card = 48 := by
  decide +kernel

/-- The product of two signed permutation matrices is again a signed permutation matrix. -/
theorem opMatrix_mul (R : Type*) [CommRing R] (g h : Op) :
    opMatrix R g * opMatrix R h =
      opMatrix R (g.1.trans h.1, fun i => g.2 i * h.2 (g.1 i)) := by
  ext i j
  -- only the intermediate axis `g.1 i` contributes
  rw [Matrix.mul_apply, Finset.sum_eq_single (g.1 i)]
  · simp [opMatrix]
  · intro k _ hk
    simp [opMatrix, hk.symm]
  · simp

/-- Coordinate `i` of the image of `v` is coordinate `g.1 i` of `v` times the sign `g.2 i`. -/
theorem opMatrix_mulVec {R : Type*} [CommRing R] (g : Op) (v : Fin 3 → R) (i : Fin 3) :
    (opMatrix R g *ᵥ v) i = ((g.2 i : ℤ) : R) * v (g.1 i) := by
  simp [opMatrix, Matrix.mulVec, dotProduct]

variable {R S : Type*} [CommRing R] [LinearOrder R] [CommRing S] [LinearOrder S]

/-- If every relation `v i = v j` or `v i = -v j`, including those with `i = j`, also holds for `w`
with the same indices and the same sign, then the multiplicity of `w` is at most that of `v`. -/
theorem multiplicity_le_of_specialisation {v : Fin 3 → R} {w : Fin 3 → S}
    (h : ∀ i j, (v i = v j → w i = w j) ∧ (v i = -v j → w i = -w j)) :
    multiplicity w ≤ multiplicity v := by
  -- operations that agree on `v` agree on `w`
  have hker : ∀ g g' : Op, opMatrix R g *ᵥ v = opMatrix R g' *ᵥ v →
      opMatrix S g *ᵥ w = opMatrix S g' *ᵥ w := by
    intro g g' hg
    funext i
    have hi := congrFun hg i
    rw [opMatrix_mulVec, opMatrix_mulVec] at hi ⊢
    rcases Int.units_eq_one_or (g.2 i) with e | e <;>
      rcases Int.units_eq_one_or (g'.2 i) with e' | e' <;>
      simp only [e, e', Units.val_one, Units.val_neg, Int.cast_one, Int.cast_neg, one_mul,
        neg_mul, neg_inj] at hi ⊢
    · exact (h _ _).1 hi
    · exact (h _ _).2 hi
    · exact neg_eq_iff_eq_neg.2 ((h _ _).2 (neg_eq_iff_eq_neg.1 hi))
    · exact (h _ _).1 hi
  -- hence the orbit of `w` is the image of the orbit of `v` under a map
  have himg : siteOrbit w = (siteOrbit v).image
      (Function.extend (fun g : Op => opMatrix R g *ᵥ v)
        (fun g : Op => opMatrix S g *ᵥ w) (fun _ => 0)) := by
    unfold siteOrbit
    rw [Finset.image_image]
    refine Finset.image_congr (fun g _ => ?_)
    exact (Function.FactorsThrough.extend_apply (fun a b hab => hker a b hab) _ g).symm
  unfold multiplicity
  rw [himg]
  exact Finset.card_image_le

/-- If `v` and `w` satisfy the same relations `v i = v j` and the same relations `v i = -v j`,
including those with `i = j`, then they have the same multiplicity. -/
theorem multiplicity_eq_of_pattern {v : Fin 3 → R} {w : Fin 3 → S}
    (h : ∀ i j, (v i = v j ↔ w i = w j) ∧ (v i = -v j ↔ w i = -w j)) :
    multiplicity v = multiplicity w :=
  le_antisymm
    (multiplicity_le_of_specialisation fun i j => ⟨(h i j).1.2, (h i j).2.2⟩)
    (multiplicity_le_of_specialisation fun i j => ⟨(h i j).1.1, (h i j).2.1⟩)

/-- The orbits of the integer vectors (1,0,0), (1,1,1), (1,1,0), (1,2,0), (1,1,2), (1,2,3) have
sizes 6, 8, 12, 24, 24, 48. -/
theorem integer_multiplicities :
    multiplicity (![1, 0, 0] : Fin 3 → ℤ) = 6 ∧ multiplicity (![1, 1, 1] : Fin 3 → ℤ) = 8 ∧
    multiplicity (![1, 1, 0] : Fin 3 → ℤ) = 12 ∧ multiplicity (![1, 2, 0] : Fin 3 → ℤ) = 24 ∧
    multiplicity (![1, 1, 2] : Fin 3 → ℤ) = 24 ∧
    multiplicity (![1, 2, 3] : Fin 3 → ℤ) = 48 := by
  decide +kernel

/-- For nonzero `a`, `b`, `c` with pairwise different absolute values, the six types of vector
below have the multiplicities 6, 8, 12, 24, 24, 48. -/
theorem cubic_multiplicities [IsStrictOrderedRing R] {a b c : R}
    (ha : a ≠ 0) (hb : b ≠ 0) (hc : c ≠ 0)
    (hab : |a| ≠ |b|) (hac : |a| ≠ |c|) (hbc : |b| ≠ |c|) :
    multiplicity ![a, 0, 0] = 6 ∧ multiplicity ![a, a, a] = 8 ∧
    multiplicity ![a, a, 0] = 12 ∧ multiplicity ![a, b, 0] = 24 ∧
    multiplicity ![a, a, b] = 24 ∧ multiplicity ![a, b, c] = 48 := by
  have key : ∀ x y : R, |x| ≠ |y| → x ≠ y ∧ y ≠ x ∧ x ≠ -y ∧ y ≠ -x := fun x y h =>
    ⟨fun e => h (by rw [e]), fun e => h (by rw [e]), fun e => h (by rw [e, abs_neg]),
      fun e => h (by rw [e, abs_neg])⟩
  obtain ⟨p1, p2, p3, p4⟩ := key a b hab
  obtain ⟨q1, q2, q3, q4⟩ := key a c hac
  obtain ⟨r1, r2, r3, r4⟩ := key b c hbc
  obtain ⟨h1, h2, h3, h4, h5, h6⟩ := integer_multiplicities
  -- each vector has the coincidences of its integer representative
  refine ⟨(multiplicity_eq_of_pattern ?_).trans h1, (multiplicity_eq_of_pattern ?_).trans h2,
    (multiplicity_eq_of_pattern ?_).trans h3, (multiplicity_eq_of_pattern ?_).trans h4,
    (multiplicity_eq_of_pattern ?_).trans h5, (multiplicity_eq_of_pattern ?_).trans h6⟩ <;>
  · intro i j
    fin_cases i <;> fin_cases j <;>
      simp [ha, hb, hc, ha.symm, hb.symm, p1, p2, p3, p4, q1, q2, q3, q4,
        r1, r2, r3, r4, self_eq_neg]

/-- A vector has multiplicity 48 exactly when its coordinates are nonzero and have pairwise
different absolute values. -/
theorem multiplicity_eq_48_iff [IsStrictOrderedRing R] (v : Fin 3 → R) :
    multiplicity v = 48 ↔ (∀ i, v i ≠ 0) ∧ ∀ i j, i ≠ j → |v i| ≠ |v j| := by
  have hcard : (Finset.univ : Finset Op).card = 48 := by decide +kernel
  constructor
  · intro h
    -- 48 images from 48 operations: different operations give different images
    have hinj : ∀ g g' : Op, opMatrix R g *ᵥ v = opMatrix R g' *ᵥ v → g = g' := by
      have hon : Set.InjOn (fun g : Op => opMatrix R g *ᵥ v) (Finset.univ : Finset Op) :=
        Finset.card_image_iff.1 (h.trans hcard.symm)
      exact fun g g' e => hon (by simp) (by simp) e
    refine ⟨fun i hi => ?_, fun i j hij habs => ?_⟩
    · -- a zero coordinate is unchanged by a reflection
      have e := hinj (1, 1) (1, Function.update 1 i (-1)) (by
        funext k
        rw [opMatrix_mulVec, opMatrix_mulVec]
        by_cases hk : k = i <;> simp [hk, hi])
      have e' : (1 : ℤˣ) = -1 := by simpa using congrArg (fun g : Op => g.2 i) e
      exact absurd e' (by decide)
    · -- equal absolute values allow an exchange of axes, with signs if needed
      rcases abs_eq_abs.1 habs with hv | hv
      · have e := hinj (1, 1) (Equiv.swap i j, 1) (by
          funext k
          rw [opMatrix_mulVec, opMatrix_mulVec]
          by_cases hk : k = i
          · simp [hk, hv]
          · by_cases hk' : k = j
            · simp [hk', hv]
            · simp [Equiv.swap_apply_of_ne_of_ne hk hk'])
        exact hij (by simpa using congrArg (fun g : Op => g.1 i) e)
      · have e := hinj (1, 1) (Equiv.swap i j, fun k => if k = i ∨ k = j then -1 else 1) (by
          funext k
          rw [opMatrix_mulVec, opMatrix_mulVec]
          by_cases hk : k = i
          · simp [hk, hv]
          · by_cases hk' : k = j
            · simp [hk', hv]
            · simp [hk, hk', Equiv.swap_apply_of_ne_of_ne hk hk'])
        exact hij (by simpa using congrArg (fun g : Op => g.1 i) e)
  · rintro ⟨h0, hne⟩
    apply le_antisymm
    · exact hcard ▸ Finset.card_image_le
    · rw [← integer_multiplicities.2.2.2.2.2]
      refine multiplicity_le_of_specialisation fun i j => ?_
      by_cases hij : i = j
      · subst hij
        exact ⟨fun _ => rfl, fun e => (h0 i (by linarith)).elim⟩
      · exact ⟨fun e => (hne i j hij (by rw [e])).elim,
          fun e => (hne i j hij (by rw [e, abs_neg])).elim⟩

end CubicWyckoff
```

```lean
#print axioms CubicWyckoff.card_opMatrix
-- 'CubicWyckoff.card_opMatrix' depends on axioms: [propext, Classical.choice, Quot.sound]
#print axioms CubicWyckoff.opMatrix_mul
-- 'CubicWyckoff.opMatrix_mul' depends on axioms: [propext, Classical.choice, Quot.sound]
#print axioms CubicWyckoff.cubic_multiplicities
-- 'CubicWyckoff.cubic_multiplicities' depends on axioms: [propext, Classical.choice, Quot.sound]
#print axioms CubicWyckoff.multiplicity_eq_48_iff
-- 'CubicWyckoff.multiplicity_eq_48_iff' depends on axioms: [propext, Classical.choice, Quot.sound]
```

## What the theorems say about crystals

`Op` is the type of pairs (σ, s), with axes numbered 0, 1, 2, and `opMatrix R g` is the matrix of g over R. `siteOrbit v` is the finite set of images, and `multiplicity v` is its size. `card_opMatrix` states that the 48 integer matrices are distinct, and `opMatrix_mul` that products stay in the family.

In `cubic_multiplicities`, R is any linearly ordered commutative ring with compatible order, so integer Miller indices and real coordinates are both covered. The conditions on a, b, c exclude accidental coincidences. `multiplicity_eq_48_iff` characterises general position: all coordinates nonzero, with pairwise different absolute values.

These are point-group orbits about a fixed origin, without lattice translations. In the space group Pm3̄m, with the origin at a site of full cubic symmetry, they match the Wyckoff multiplicities exactly where no two distinct images differ by a lattice vector: (½,½,½) has 8 images here, but they are a single site modulo the primitive cubic lattice. Likewise, in Brillouin-zone sampling with full cubic symmetry, the orbit size counts the equivalent k-points for k strictly inside the zone, in Cartesian coordinates along the cubic axes.

## How the proof follows the count

`opMatrix_mulVec` is the action formula. In `multiplicity_le_of_specialisation`, `hker` runs through the four sign combinations of s_i and s'_i. `himg` then writes the orbit of w as the image of the orbit of v under a map, and an image is never larger than its source. `multiplicity_eq_of_pattern` applies this in both directions.

`integer_multiplicities` counts the six integer orbits by kernel evaluation. `cubic_multiplicities` compares each general vector with its integer representative over all nine index pairs.

For `multiplicity_eq_48_iff`, 48 images force different operations to act differently on v, which the fixing operations above contradict. Conversely, a vector in general position has only the trivial coincidences v_i = v_i, so its multiplicity is at least that of (1,2,3), which is 48; and 48 operations give at most 48 images.

## Orbits through a group action

Another model would make the matrices a group acting on vectors and use the orbit–stabiliser theorem. The multiplicity would then be 48 divided by the order of the site-symmetry group, here 8, 6, 4, 2, 2, 1. That brings site symmetry into the statement, but requires the group and its action to be set up first.
